# Extending the classical period integral by zero over the forbidden region leaves its value unchanged

For a classical particle of mass m oscillating between two turning points, the period at energy E is the integral of √(2m/(E − V)) from one to the other, with both directions of travel counted. The file defines `period` as this integral over the allowed region, the part of `[a, b]` where V < E, without requiring that region to be a single interval between turning points; only in that case is it the period of one oscillation. For `V` continuous on `[a, b]`, the theorem `period_eq` states that the allowed region is measurable and that `period` equals the integral over all of `[a, b]` of `dwell`, which has the same integrand where V < E and is zero elsewhere. It does not assert that the integral converges; Lean gives a divergent one the value zero. The attempt gets measurability from the continuity of `V`, then tries to shrink the integral over `[a, b]` to the allowed region and to compare the integrands there.

In Lean, a first try:

```lean
import Mathlib

open MeasureTheory Set Filter Topology

namespace ActionPeriod

noncomputable section

/-- Time per unit length, counted for both directions of travel, at energy `E` where the
potential has the value `U`; it is zero in the forbidden region. -/
def dwell (m U E : ℝ) : ℝ := if U < E then Real.sqrt (2 * m / (E - U)) else 0

/-- The part of `[a, b]` where the potential is strictly below the energy `E`. -/
def allowed (V : ℝ → ℝ) (a b E : ℝ) : Set ℝ := {x | x ∈ Icc a b ∧ V x < E}

/-- The period `T(E)`: the integral of `sqrt (2m / (E - V))` over the allowed region. -/
def period (m : ℝ) (V : ℝ → ℝ) (a b E : ℝ) : ℝ :=
  ∫ x in allowed V a b E, Real.sqrt (2 * m / (E - V x))

variable {m a b : ℝ} {V : ℝ → ℝ}

/-- The allowed region is measurable, and the period is the integral over all of `[a, b]` of
the time per unit length. -/
theorem period_eq (hV : ContinuousOn V (Icc a b)) (E : ℝ) :
    MeasurableSet (allowed V a b E) ∧
      period m V a b E = ∫ x in Icc a b, dwell m (V x) E := by
  obtain ⟨u, hu, he⟩ := continuousOn_iff'.1 hV (Iio E) isOpen_Iio
  have hA : MeasurableSet (allowed V a b E) := by
    have h : allowed V a b E = V ⁻¹' Iio E ∩ Icc a b := by
      ext x
      exact ⟨fun h => ⟨h.2, h.1⟩, fun h => ⟨h.2, h.1⟩⟩
    rw [h, he]
    exact hu.measurableSet.inter measurableSet_Icc
  refine ⟨hA, ?_⟩
  rw [setIntegral_eq_of_subset_of_forall_diff_eq_zero measurableSet_Icc
    (fun x (hx : x ∈ allowed V a b E) => hx.1)
    (fun x hx => if_neg fun h => hx.2 ⟨hx.1, h⟩)]
  exact setIntegral_congr_fun hA fun x hx => (if_pos hx.2).symm

end

end ActionPeriod
```

The compiler's answer:

```
Main.lean:35:6: warning: `MeasureTheory.setIntegral_eq_of_subset_of_forall_diff_eq_zero` has been deprecated: Use `MeasureTheory.setIntegral_eq_of_subset_of_forall_sdiff_eq_zero` instead
Main.lean:35:6: error: Tactic `rewrite` failed: Did not find an occurrence of the pattern
  ∫ (x : ℝ) in Icc a b, if V x < E then ?m.158 x else 0 ∂?m.124
in the target expression
  period m V a b E = ∫ (x : ℝ) in Icc a b, dwell m (V x) E

m a b : ℝ
V : ℝ → ℝ
hV : ContinuousOn V (Icc a b)
E : ℝ
u : Set ℝ
hu : IsOpen u
he : V ⁻¹' Iio E ∩ Icc a b = u ∩ Icc a b
hA : MeasurableSet (allowed V a b E)
⊢ period m V a b E = ∫ (x : ℝ) in Icc a b, dwell m (V x) E
```

The repair, with which the file compiles:

```diff
@@ -33,7 +33,10 @@
     exact hu.measurableSet.inter measurableSet_Icc
   refine ⟨hA, ?_⟩
-  rw [setIntegral_eq_of_subset_of_forall_diff_eq_zero measurableSet_Icc
-    (fun x (hx : x ∈ allowed V a b E) => hx.1)
-    (fun x hx => if_neg fun h => hx.2 ⟨hx.1, h⟩)]
+  have hz : ∀ x ∈ Icc a b \ allowed V a b E, dwell m (V x) E = 0 :=
+    fun x hx => if_neg fun h => hx.2 ⟨hx.1, h⟩
+  have hsub : allowed V a b E ⊆ Icc a b := fun x hx => hx.1
+  have hr : ∫ x in Icc a b, dwell m (V x) E = ∫ x in allowed V a b E, dwell m (V x) E :=
+    setIntegral_eq_of_subset_of_forall_sdiff_eq_zero measurableSet_Icc hsub hz
+  rw [hr]
   exact setIntegral_congr_fun hA fun x hx => (if_pos hx.2).symm
 
```

The error says that `rw` could not find its left-hand side in the goal. The lemma's integrand was not given, so Lean inferred it from the `if_neg` proof that it vanishes outside the allowed region. That produced an explicit `if V x < E then ?m.158 x else 0`, with the first branch still unknown. The goal instead has `dwell m (V x) E`. The two would agree if `dwell` were unfolded, but `rw` does not unfold this ordinary definition when searching for its pattern.

The repair states the vanishing as `hz`, with `dwell` in its type; Lean can unfold `dwell` when checking the `if_neg` proof against that type. The equation `hr` likewise names `dwell` in both integrals, so `rw [hr]` finds its left-hand side in the goal as written. Putting the inclusion in a separate `hsub` is mere tidying. The warning is a separate matter: the lemma's old name, with `diff`, is deprecated, and the new one, with `sdiff`, removes the warning but does not cure the error.
